# A fixed relative error in the first product of the three-multiplication kernel grows without bound in \(\operatorname{Im}(1+it)^2\) as \(t\to0^+\)

Let \(t>0\), and compute the imaginary part of \((1+it)^2\) as \((1+t)(1+t)-1-t^2\). If the first product carries a relative error \(e\) and everything else is exact, the result has relative error

\[
\frac{|e|\,(1+t)^2}{2t}\;\ge\;2|e| .
\]

For fixed \(e\neq0\), equality holds only at \(t=1\), and the error diverges as \(t\to0^+\).

The formula belongs to a kernel that multiplies complex numbers with three real multiplications instead of four. One nearly real factor is the phase factor of an energy level over a short time step, whose small imaginary part carries the phase gained; the result here treats a single complex product with prescribed errors.

## The error by hand

Write \(z=a+ib\) and \(w=c+id\) with real \(a,b,c,d\). Since \((a+b)(c+d)=ac+ad+bc+bd\),

\[
(a+b)(c+d)-ac-bd=ad+bc=\operatorname{Im}(zw).
\]

The products \(ac\) and \(bd\) are needed anyway for the real part \(ac-bd\), which is where the saving comes from. Now let the three products carry relative errors \(e_1,e_2,e_3\), which stand for the rounding of each multiplication. The error of the imaginary part is

\[
e_1(a+b)(c+d)-e_2\,ac-e_3\,bd .
\]

For \(z=w=1+it\), \(e_1=e\) and \(e_2=e_3=0\), this equals \(e(1+t)^2\), while the exact value is \(2t\). Division gives the formula above. From \((1+t)^2=4t+(t-1)^2\),

\[
\frac{|e|(1+t)^2}{2t}=2|e|+\frac{|e|(t-1)^2}{2t},
\]

which shows the lower bound and the case of equality. The left side is also at least \(|e|/(2t)\), hence the divergence.

Measured against the moduli of the factors, the error stays small. Suppose \(|e_1|,|e_2|,|e_3|\le\varepsilon\). Since \((a+b)^2=2|z|^2-(a-b)^2\le2|z|^2\), and likewise for \(w\), we have \(|(a+b)(c+d)|\le2|z||w|\). The Cauchy–Schwarz inequality gives \(|ac|+|bd|\le|z||w|\). The error is therefore at most \(3\varepsilon|z||w|\). For \(z=w=1+i\) and errors \(\varepsilon,-\varepsilon,-\varepsilon\) it is \(4\varepsilon+\varepsilon+\varepsilon=6\varepsilon=3\varepsilon|1+i|^2\), so the constant 3 is attained.

The ordinary kernel computes \(ad+bc\) from two products, with error \(e_1ad+e_2bc\). If \(ad\) and \(bc\) do not have opposite signs, then

\[
|e_1ad+e_2bc|\le\varepsilon(|ad|+|bc|)=\varepsilon|ad+bc| .
\]

For \((1+it)^2\) both products equal \(t\), so the relative error is at most \(\varepsilon\) for every \(t>0\). For small \(t\), the large amplification in the three-multiplication kernel comes from subtracting \(1+t^2\) from a number close to it.

## Doubling a short time step

A bound level of energy \(-\hbar\omega\), with \(\omega>0\), acquires the factor \(e^{i\theta}\), \(\theta=\omega\delta\), in a time step \(\delta\). For small \(\theta\) this is \(\cos\theta\,(1+it)\) with \(t=\tan\theta\), and squaring it doubles the step. The common real factor \(\cos\theta\) multiplies all three products and the exact value by \(\cos^2\theta\), so the normalised amplitude has the same relative error as \(1+it\).

Take an energy of \(-0.5\) hartree and a step of \(2\times10^{-4}\) atomic units, so that \(t\approx10^{-4}\). An error of \(6\times10^{-8}\) in the first product, about the unit roundoff of single precision, becomes a relative error of about \(3\times10^{-4}\) in the imaginary part, and so in the phase gained over the doubled step. When a propagator matrix is squared, the identity \((a+b)(c+d)-ac-bd=ad+bc\) can be used with real matrices in place of \(a,b,c,d\).

## Kernels, errors and the amplitude in Lean

```lean
import Mathlib

open Filter Topology

namespace ThreeMultiplicationKernel

noncomputable section
```

The three-multiplication kernel takes arbitrary complex factors and one real error per product. The name `gaussIm` refers to the three-multiplication trick, not to Gaussian orbitals.

```lean
/-- The imaginary part of `z * w` from the three-multiplication kernel
`(a + b)(c + d) - ac - bd`, with relative errors `e₁`, `e₂`, `e₃` in the three real products
and exact additions. -/
def gaussIm (e₁ e₂ e₃ : ℝ) (z w : ℂ) : ℝ :=
  (z.re + z.im) * (w.re + w.im) * (1 + e₁) - z.re * w.re * (1 + e₂) - z.im * w.im * (1 + e₃)
```

The ordinary kernel has two errors; here `e₂` belongs to \(bc\), whereas in `gaussIm` it belongs to \(ac\).

```lean
/-- The imaginary part of `z * w` from the ordinary kernel `ad + bc`, with relative errors
`e₁`, `e₂` in the two real products and an exact addition. -/
def schoolIm (e₁ e₂ : ℝ) (z w : ℂ) : ℝ :=
  z.re * w.im * (1 + e₁) + z.im * w.re * (1 + e₂)
```

Both definitions work over the real numbers with exact additions. In a floating-point calculation the sums are rounded too, and the rounding error of a product generally varies with \(t\) instead of staying fixed. The divergence as \(t\to0^+\) therefore belongs to the model with a fixed error: once \(t\) is so small that \(1+t\) is rounded to 1, the first product is exact, the term \(2t\) is lost, and the relative error of the imaginary part is close to 1.

```lean
/-- The relative error of a computed number, for a nonzero exact value. -/
def relErr (computed exact : ℝ) : ℝ := |computed - exact| / |exact|

/-- The complex number `1 + it`, used as an unnormalised amplitude. -/
def amplitude (t : ℝ) : ℂ := ⟨1, t⟩
```

The pair `⟨1, t⟩` lists real and imaginary parts. The amplitude is not normalised; its modulus is \(\sqrt{1+t^2}\).

## The error of a general product

With all errors zero, the kernel returns the imaginary part of Lean's complex product. The proof unfolds both sides and lets `ring` expand the brackets.

```lean
/-- Without errors in the products, the three-multiplication kernel gives the imaginary part
of the complex product. -/
theorem gaussIm_exact (z w : ℂ) : gaussIm 0 0 0 z w = (z * w).im := by
  simp only [gaussIm, Complex.mul_im]
  ring
```

The same expansion with the errors kept gives the signed sum found above.

```lean
/-- The error of the three-multiplication kernel is the sum of the errors of its three
products, taken with the signs of the formula. -/
theorem gaussIm_error (e₁ e₂ e₃ : ℝ) (z w : ℂ) :
    gaussIm e₁ e₂ e₃ z w - (z * w).im =
      e₁ * ((z.re + z.im) * (w.re + w.im)) - e₂ * (z.re * w.re) - e₃ * (z.im * w.im) := by
  simp only [gaussIm, Complex.mul_im]
  ring
```

## Amplification for \((1+it)^2\)

The next theorem is the exact formula. Its two intermediate facts are the two numbers from the derivation: `him` is the exact value \(2t\), and `herr` is the error \(e(1+t)^2\). The final rewriting takes absolute values, using \(t>0\) for the denominator.

```lean
/-- For `t > 0`, a relative error `e` in the first product alone gives the imaginary part of
`(1 + it)²` the relative error `|e| (1 + t)² / (2t)`. -/
theorem relErr_square {t : ℝ} (ht : 0 < t) (e : ℝ) :
    relErr (gaussIm e 0 0 (amplitude t) (amplitude t)) (amplitude t ^ 2).im =
      |e| * (1 + t) ^ 2 / (2 * t) := by
  have him : (amplitude t ^ 2).im = 2 * t := by
    simp only [amplitude, pow_two, Complex.mul_im]
    ring
  -- the error of the imaginary part is the error of the first product
  have herr : gaussIm e 0 0 (amplitude t) (amplitude t) - (amplitude t ^ 2).im
      = e * (1 + t) ^ 2 := by
    rw [him]
    simp only [gaussIm, amplitude]
    ring
  unfold relErr
  rw [herr, him, abs_mul, abs_of_nonneg (sq_nonneg (1 + t)),
    abs_of_pos (by positivity : (0 : ℝ) < 2 * t)]
```

For the lower bound, `le_div_iff₀` multiplies through by the positive number \(2t\). What remains is \(4t|e|\le|e|(1+t)^2\), and `nlinarith` obtains it from \(|e|(t-1)^2\ge0\).

```lean
/-- For `t > 0`, a relative error `e` in the first product alone gives the imaginary part of
`(1 + it)²` a relative error of at least `2 |e|`. -/
theorem two_mul_le_relErr {t : ℝ} (ht : 0 < t) (e : ℝ) :
    2 * |e| ≤ relErr (gaussIm e 0 0 (amplitude t) (amplitude t)) (amplitude t ^ 2).im := by
  rw [relErr_square ht, le_div_iff₀ (by positivity)]
  nlinarith [mul_nonneg (abs_nonneg e) (sq_nonneg (t - 1))]
```

Equality is stated as an equivalence for nonzero `e`. In the forward direction, clearing the denominator gives \(|e|(t-1)^2=0\). Since \(|e|\ne0\), the square vanishes and \(t=1\). The converse is a substitution.

```lean
/-- For `t > 0` and a nonzero relative error `e` in the first product alone, the relative error of
the imaginary part of `(1 + it)²` equals `2 |e|` if and only if `t = 1`. -/
theorem relErr_eq_two_mul_iff {t e : ℝ} (ht : 0 < t) (he : e ≠ 0) :
    relErr (gaussIm e 0 0 (amplitude t) (amplitude t)) (amplitude t ^ 2).im = 2 * |e| ↔
      t = 1 := by
  rw [relErr_square ht, div_eq_iff (by positivity)]
  constructor
  · intro h
    have h1 : |e| * (t - 1) ^ 2 = 0 := by linear_combination h
    have h2 := (mul_eq_zero.mp h1).resolve_left (abs_ne_zero.mpr he)
    have h3 := (pow_eq_zero_iff two_ne_zero).mp h2
    linarith
  · rintro rfl
    ring
```

In the statement of divergence, `𝓝[>] 0` means that \(t\) approaches zero through positive values, and `atTop` means that the relative error eventually exceeds every bound. The proof first shows that \(|e|/(2t)\) diverges, then uses `tendsto_atTop_mono'` to pass to the larger function. The comparison reduces to \(|e|\le|e|(1+t)^2\), which holds because \(t>0\).

```lean
/-- For a fixed nonzero relative error `e` in the first product alone, the relative error of the
imaginary part of `(1 + it)²` grows without bound as `t` tends to zero from above. -/
theorem relErr_tendsto_atTop {e : ℝ} (he : e ≠ 0) :
    Tendsto (fun t : ℝ =>
      relErr (gaussIm e 0 0 (amplitude t) (amplitude t)) (amplitude t ^ 2).im)
      (𝓝[>] 0) atTop := by
  -- compare with `|e| / (2t)`
  have h : Tendsto (fun t : ℝ => |e| / 2 * t⁻¹) (𝓝[>] 0) atTop :=
    tendsto_inv_nhdsGT_zero.const_mul_atTop (half_pos (abs_pos.mpr he))
  refine tendsto_atTop_mono' _ ?_ h
  filter_upwards [self_mem_nhdsWithin] with t ht
  have ht' : 0 < t := ht
  rw [relErr_square ht', le_div_iff₀ (by positivity)]
  have h1 : |e| / 2 * t⁻¹ * (2 * t) = |e| := by field_simp
  rw [h1]
  nlinarith [mul_nonneg (abs_nonneg e) ht'.le, mul_nonneg (abs_nonneg e) (sq_nonneg t)]
```

## Accuracy relative to the moduli

This bound allows errors in all three products and holds for all complex `z` and `w`, including zero. The norm `‖z‖` is the modulus \(|z|\). In the proof, `hs` is the inequality \((a+b)^2\le2|z|^2\), `hP` bounds the product of the sums, and `hQ` is the Cauchy–Schwarz step, proved by comparing squares. The helper `hb` bounds each error term by \(\varepsilon\) times the modulus of its product, and `linarith` adds the three contributions.

```lean
/-- If all three products have relative errors of absolute value at most `ε`, the error of the
kernel has absolute value at most `3 ε ‖z‖ ‖w‖`. -/
theorem gaussIm_error_le {ε e₁ e₂ e₃ : ℝ} (h₁ : |e₁| ≤ ε) (h₂ : |e₂| ≤ ε) (h₃ : |e₃| ≤ ε)
    (z w : ℂ) : |gaussIm e₁ e₂ e₃ z w - (z * w).im| ≤ 3 * ε * (‖z‖ * ‖w‖) := by
  have hε : 0 ≤ ε := (abs_nonneg e₁).trans h₁
  have hn : ∀ u : ℂ, u.re ^ 2 + u.im ^ 2 = ‖u‖ ^ 2 := fun u => by
    rw [Complex.sq_norm, Complex.normSq_apply]
    ring
  have hs : ∀ u : ℂ, (u.re + u.im) ^ 2 ≤ 2 * ‖u‖ ^ 2 := fun u => by
    nlinarith [hn u, sq_nonneg (u.re - u.im)]
  -- the product of the sums
  have hP : |(z.re + z.im) * (w.re + w.im)| ≤ 2 * (‖z‖ * ‖w‖) := by
    apply abs_le_of_sq_le_sq _ (by positivity)
    have h := mul_le_mul (hs z) (hs w) (sq_nonneg _) (by positivity)
    linarith
  -- Cauchy-Schwarz for the other two products
  have hQ : |z.re * w.re| + |z.im * w.im| ≤ ‖z‖ * ‖w‖ := by
    refine (le_abs_self _).trans (abs_le_of_sq_le_sq ?_ (by positivity))
    have h : (‖z‖ * ‖w‖) ^ 2 = (|z.re| ^ 2 + |z.im| ^ 2) * (|w.re| ^ 2 + |w.im| ^ 2) := by
      rw [mul_pow, ← hn z, ← hn w]
      simp only [sq_abs]
    rw [h, abs_mul, abs_mul]
    nlinarith [sq_nonneg (|z.re| * |w.im| - |z.im| * |w.re|)]
  have hb : ∀ e x : ℝ, |e| ≤ ε → |e * x| ≤ ε * |x| := fun e x he => by
    rw [abs_mul]
    exact mul_le_mul_of_nonneg_right he (abs_nonneg x)
  have b₁ := abs_le.mp (hb e₁ ((z.re + z.im) * (w.re + w.im)) h₁)
  have b₂ := abs_le.mp (hb e₂ (z.re * w.re) h₂)
  have b₃ := abs_le.mp (hb e₃ (z.im * w.im) h₃)
  have k₁ := mul_le_mul_of_nonneg_left hP hε
  have k₂ := mul_le_mul_of_nonneg_left hQ hε
  rw [gaussIm_error]
  exact abs_le.mpr ⟨by linarith [b₁.1, b₂.2, b₃.2], by linarith [b₁.2, b₂.1, b₃.1]⟩
```

The example \(1+i\) turns the estimate into an equality for every \(\varepsilon\ge0\). The proof computes \(|1+i|^2=2\) and inserts the three errors into `gaussIm_error`.

```lean
/-- For the square of `1 + i`, product errors `ε`, `-ε`, `-ε` give an error of exactly
`3 ε ‖1 + i‖²`. -/
theorem gaussIm_error_sharp (ε : ℝ) :
    gaussIm ε (-ε) (-ε) (amplitude 1) (amplitude 1) - (amplitude 1 * amplitude 1).im =
      3 * ε * (‖amplitude 1‖ * ‖amplitude 1‖) := by
  have h : ‖amplitude 1‖ * ‖amplitude 1‖ = 2 := by
    rw [← pow_two, Complex.sq_norm, Complex.normSq_apply]
    simp only [amplitude]
    norm_num
  rw [h, gaussIm_error]
  simp only [amplitude]
  ring
```

A small error relative to \(|z||w|\) is compatible with a large one relative to \(\operatorname{Im}(zw)\), because for nearly real factors the imaginary part is much smaller than the product of the moduli.

## The ordinary kernel without cancellation

The hypothesis `h` says that \((ad)(bc)\ge0\). For the square of `amplitude t` it reads \(0\le t^2\). The conclusion is written without division, so it also holds when the imaginary part is zero.

The fact `hsum` is the equality \(|ad+bc|=|ad|+|bc|\), proved by treating two nonnegative and two nonpositive products separately. The rest bounds each error term and adds.

```lean
/-- If the two products of the ordinary kernel do not have opposite signs and have relative errors
of absolute value at most `ε`, the error of the imaginary part has absolute value at most `ε` times
the modulus of the exact imaginary part. -/
theorem schoolIm_error_le {ε e₁ e₂ : ℝ} (h₁ : |e₁| ≤ ε) (h₂ : |e₂| ≤ ε) {z w : ℂ}
    (h : 0 ≤ (z.re * w.im) * (z.im * w.re)) :
    |schoolIm e₁ e₂ z w - (z * w).im| ≤ ε * |(z * w).im| := by
  have herr : schoolIm e₁ e₂ z w - (z * w).im
      = e₁ * (z.re * w.im) + e₂ * (z.im * w.re) := by
    simp only [schoolIm, Complex.mul_im]
    ring
  -- no cancellation between the two products
  have hsum : |z.re * w.im + z.im * w.re| = |z.re * w.im| + |z.im * w.re| := by
    rcases mul_nonneg_iff.mp h with ⟨hp, hq⟩ | ⟨hp, hq⟩
    · rw [abs_of_nonneg hp, abs_of_nonneg hq, abs_of_nonneg (add_nonneg hp hq)]
    · rw [abs_of_nonpos hp, abs_of_nonpos hq, abs_of_nonpos (add_nonpos hp hq)]
      ring
  have hb : ∀ e x : ℝ, |e| ≤ ε → |e * x| ≤ ε * |x| := fun e x he => by
    rw [abs_mul]
    exact mul_le_mul_of_nonneg_right he (abs_nonneg x)
  have b₁ := abs_le.mp (hb e₁ (z.re * w.im) h₁)
  have b₂ := abs_le.mp (hb e₂ (z.im * w.re) h₂)
  rw [herr, Complex.mul_im, hsum]
  exact abs_le.mpr ⟨by linarith [b₁.1, b₂.1], by linarith [b₁.2, b₂.2]⟩

end

end ThreeMultiplicationKernel
```

With products of opposite sign the ordinary kernel can cancel as well. For \(z=1+it\) and \(w=1-it\) the exact imaginary part is zero, but errors \(-\varepsilon\) and \(\varepsilon\) in the two products leave \(2\varepsilon t\).

```lean
#print axioms ThreeMultiplicationKernel.two_mul_le_relErr
#print axioms ThreeMultiplicationKernel.relErr_tendsto_atTop
#print axioms ThreeMultiplicationKernel.gaussIm_error_sharp
#print axioms ThreeMultiplicationKernel.schoolIm_error_le
```

```
'ThreeMultiplicationKernel.two_mul_le_relErr' depends on axioms: [propext, Classical.choice, Quot.sound]
'ThreeMultiplicationKernel.relErr_tendsto_atTop' depends on axioms: [propext, Classical.choice, Quot.sound]
'ThreeMultiplicationKernel.gaussIm_error_sharp' depends on axioms: [propext, Classical.choice, Quot.sound]
'ThreeMultiplicationKernel.schoolIm_error_le' depends on axioms: [propext, Classical.choice, Quot.sound]
```
